# Slater exchange kernel elements converge for bounded densities and normalized virtual orbitals, but a third-derivative element can diverge

If a matrix element of the exchange kernel is a divergent integral, my program will not tell me. A finite grid normally returns a finite number, whether or not the integral converges. This worries me in linear response with Slater exchange, where the kernel goes as n^(-2/3) and grows without limit in the tail of a molecule, exactly where diffuse virtual orbitals live. The next density derivative, needed for quadratic response, goes as n^(-5/3) and looks worse. Are these integrals finite, or am I relying on the grid to cut them off?

## Two occupied factors balance the kernel; three can fail to balance its derivative

The linear-response elements are finite if the density n is bounded, the square of each occupied orbital is at most n, and the virtual orbitals are normalized. The third-derivative elements have no such guarantee: a square-integrable virtual orbital that decays slowly enough makes one diverge.

### Counting powers of the density

Slater exchange has the energy density e(n) = -C n^(4/3). The constant C sets the strength of exchange in the uniform electron gas; in Hartree units, without spin polarization, it is (3/4)(3/π)^(1/3). For n > 0, differentiating three times gives

e′(n) = -(4/3) C n^(1/3)

e″(n) = -(4/9) C n^(-2/3)

e‴(n) = (8/27) C n^(-5/3)

These are the potential, the kernel and the kernel's derivative.

Take real occupied orbitals f_i, f_j and real virtual orbitals f_a, f_b. Suppose n ≤ M, f_i² ≤ n and f_j² ≤ n everywhere. Since (|f_i| - |f_j|)² ≥ 0, and likewise for the virtual pair,

|f_i f_j| ≤ (f_i² + f_j²)/2 ≤ n

|f_a f_b| ≤ (f_a² + f_b²)/2

For any power p ≤ 1 and n > 0, it follows that

|f_i f_a n^(-p) f_j f_b| ≤ n^(1-p) (f_a² + f_b²)/2 ≤ M^(1-p) (f_a² + f_b²)/2

Where n = 0, the occupied orbitals vanish, and the integrand is taken as zero. Integrating, with ∫ f_a² = ∫ f_b² = 1, bounds the absolute integral by M^(1-p). For p = 2/3 this is M^(1/3), and the Slater element is bounded by (4/9) C M^(1/3).

At third order, three occupied factors supply at most n^(3/2), while the derivative supplies n^(-5/3). A growing factor n^(-1/6) is left for the virtual orbitals to suppress. Take n = exp(-2r), occupied factors exp(-r), virtual factors exp(-βr) with decay constant β, and the radial weight r². The integrand is

(8/27) C r² exp(-3r - 3βr + 10r/3) = (8/27) C r² exp(-(3β - 1/3) r)

If β > 1/9, the exponential decays and the integral over (0, ∞) converges. If β ≤ 1/9 and C > 0, the integrand is at least 8C/27 for all r > 1, so the integral diverges.

### The same orbitals at both orders

Let β = 1/10 and use the measure r² dr. The norm integral is

∫ r² exp(-r/5) dr = 2/(1/5)³ = 250

so the normalized virtual orbital is exp(-r/10)/√250. Here M = 1. Taking f_i = f_j = exp(-r) and both virtual orbitals equal, the second-order element without its Slater prefactor is

(1/250) ∫ r² exp(-2r - r/5 + 4r/3) dr = (1/250) · 2/(13/15)³ = (3/13)³ ≈ 0.0123

This is well below the bound of 1. At third order the same orbitals give an integrand proportional to r² exp(+r/30). Its integral up to a radius R exceeds R³/3 times the constant prefactor, and doubling R multiplies it more than eightfold. A single grid still returns one finite number; comparing grids of different extent reveals the growth, unless the program skips points where the density is very small.

### What the Lean theorems say

`energy` is the energy per volume, not the total energy. `slater_derivatives` states the three derivatives above at positive density.

In `power_kernel_element`, `α` with measure `μ` is the space of integration, and `n`, `fi`, `fj`, `fa`, `fb` are measurable real functions on it. The conclusion has two parts: the element is `Integrable`, and its absolute integral is at most `M ^ (1 - p)`. Orthogonality is not required, nor is normalization of the occupied orbitals. The condition `fi x ^ 2 ≤ n x` is assumed; it holds when n is a sum of squared orbitals in which f_i has occupation at least one.

`slater_kernel_element` specializes to the Slater kernel with C ≥ 0. It also requires n > 0, so that the kernel is the derivative of the potential at every point.

`uniform_density_attains` shows that a constant density on a space of total measure one reaches the bound, with occupied orbitals √M and virtual orbitals 1. With every orbital normalized, the same value arises in a box of volume 1/M where all four have magnitude √M.

`thirdElement` is the radial integrand with unnormalized exponentials and without the angular factor 4π. In three dimensions the normalized functions are exp(-r)/√π and, for β = 1/10, exp(-r/10)/√(1000π); such positive constants do not affect convergence. The two exponentials are not orthogonal, as actual occupied and virtual orbitals are. Subtracting from exp(-r/10) its projection on exp(-r) restores orthogonality and leaves the slow tail, so the element still diverges. `third_integrable_iff` says that for C > 0 the integrand is integrable on `Ioi 0`, the half-line r > 0, exactly when β > 1/9. `third_derivative_diverges` takes β = 1/10 and adds that this virtual orbital is square integrable.

For response calculations with Slater exchange, the second-order theorem applies to any bounded density meeting its conditions, whereas the third-order theorems concern a one-parameter family of spherical exponentials. The step left to the reader is from these exponentials to the tails of actual Kohn–Sham orbitals, which also carry powers of r and angular dependence.

```lean
import Mathlib

open MeasureTheory Set

namespace SlaterResponse

noncomputable section

/-- Slater exchange energy per volume, `-C n^(4/3)`, for density `n ≥ 0`. -/
def energy (C n : ℝ) : ℝ := -C * n ^ (4 / 3 : ℝ)

/-- Slater exchange potential, `-(4/3) C n^(1/3)`, for density `n ≥ 0`. -/
def potential (C n : ℝ) : ℝ := -(4 / 3 * C) * n ^ (1 / 3 : ℝ)

/-- Slater exchange kernel, `-(4/9) C n^(-2/3)`, for density `n > 0`. -/
def kernel (C n : ℝ) : ℝ := -(4 / 9 * C) * n ^ (-(2 / 3 : ℝ))

/-- Density derivative of the exchange kernel, `(8/27) C n^(-5/3)`, for density `n > 0`. -/
def kernelDeriv (C n : ℝ) : ℝ := 8 / 27 * C * n ^ (-(5 / 3 : ℝ))

/-- At positive density, the potential, the kernel and the kernel derivative are the
successive density derivatives of the Slater exchange energy density. -/
theorem slater_derivatives (C : ℝ) {n : ℝ} (hn : 0 < n) :
    HasDerivAt (energy C) (potential C n) n ∧
    HasDerivAt (potential C) (kernel C n) n ∧
    HasDerivAt (kernel C) (kernelDeriv C n) n := by
  have h (c p q : ℝ) (hq : p - 1 = q) :
      HasDerivAt (fun x : ℝ => c * x ^ p) (c * (p * n ^ q)) n := by
    subst hq
    exact (Real.hasDerivAt_rpow_const (Or.inl hn.ne')).const_mul c
  refine ⟨(h (-C) (4 / 3) (1 / 3) (by norm_num)).congr_deriv ?_,
    (h (-(4 / 3 * C)) (1 / 3) (-(2 / 3)) (by norm_num)).congr_deriv ?_,
    (h (-(4 / 9 * C)) (-(2 / 3)) (-(5 / 3)) (by norm_num)).congr_deriv ?_⟩
  all_goals (simp only [potential, kernel, kernelDeriv]; ring)

/-- Pointwise bound: if the squares of the occupied amplitudes `u`, `v` are at most the density
`n ≤ M`, and `p ≤ 1`, then `|u a n^(-p) v b|` is at most `M^(1-p) (a² + b²)/2`. -/
theorem element_pointwise {p M n u v a b : ℝ} (hp : p ≤ 1) (hM : n ≤ M)
    (hu : u ^ 2 ≤ n) (hv : v ^ 2 ≤ n) :
    |u * a * n ^ (-p) * v * b| ≤ M ^ (1 - p) * ((a ^ 2 + b ^ 2) / 2) := by
  have hn0 : 0 ≤ n := (sq_nonneg u).trans hu
  rcases hn0.eq_or_lt with h | hn
  · -- where the density vanishes, so does the occupied orbital
    have hu2 : u ^ 2 = 0 := le_antisymm (by linarith) (sq_nonneg u)
    have hu0 : u = 0 := by simpa using hu2
    have hM0 : 0 ≤ M := by linarith
    rw [hu0]
    simp only [zero_mul, abs_zero]
    positivity
  · have huv : |u * v| ≤ n :=
      abs_le.2 ⟨by nlinarith [sq_nonneg (u + v)], by nlinarith [sq_nonneg (u - v)]⟩
    have hab : |a * b| ≤ (a ^ 2 + b ^ 2) / 2 :=
      abs_le.2 ⟨by nlinarith [sq_nonneg (a + b)], by nlinarith [sq_nonneg (a - b)]⟩
    have hk : n * n ^ (-p) = n ^ (1 - p) := by
      rw [sub_eq_add_neg, Real.rpow_add hn, Real.rpow_one]
    calc |u * a * n ^ (-p) * v * b| = |u * v| * n ^ (-p) * |a * b| := by
          rw [show u * a * n ^ (-p) * v * b = u * v * n ^ (-p) * (a * b) by ring,
            abs_mul (u * v * n ^ (-p)) (a * b), abs_mul (u * v) (n ^ (-p)),
            abs_of_pos (Real.rpow_pos_of_pos hn (-p))]
      _ ≤ n * n ^ (-p) * ((a ^ 2 + b ^ 2) / 2) := by gcongr
      _ = n ^ (1 - p) * ((a ^ 2 + b ^ 2) / 2) := by rw [hk]
      _ ≤ M ^ (1 - p) * ((a ^ 2 + b ^ 2) / 2) :=
          mul_le_mul_of_nonneg_right (Real.rpow_le_rpow hn.le hM (by linarith))
            (by positivity)

variable {α : Type*} [MeasurableSpace α] {μ : Measure α}

/-- For measurable orbitals and density `n ≤ M`, with `fi² ≤ n`, `fj² ≤ n`, normalized
`fa`, `fb` and `p ≤ 1`, the matrix element of the kernel `n^(-p)` converges absolutely
and its absolute integral is at most `M^(1-p)`. -/
theorem power_kernel_element {p M : ℝ} {n fi fj fa fb : α → ℝ} (hp : p ≤ 1)
    (mn : Measurable n) (mi : Measurable fi) (mj : Measurable fj)
    (ma : Measurable fa) (mb : Measurable fb) (hM : ∀ x, n x ≤ M)
    (hi : ∀ x, fi x ^ 2 ≤ n x) (hj : ∀ x, fj x ^ 2 ≤ n x)
    (ha : ∫ x, fa x ^ 2 ∂μ = 1) (hb : ∫ x, fb x ^ 2 ∂μ = 1) :
    Integrable (fun x => fi x * fa x * n x ^ (-p) * fj x * fb x) μ ∧
    ∫ x, |fi x * fa x * n x ^ (-p) * fj x * fb x| ∂μ ≤ M ^ (1 - p) := by
  -- a normalized orbital is square integrable
  have sqInt (f : α → ℝ) (hf : ∫ x, f x ^ 2 ∂μ = 1) :
      Integrable (fun x => f x ^ 2) μ := by
    by_contra h
    rw [integral_undef h] at hf
    exact zero_ne_one hf
  have Ia := sqInt fa ha
  have Ib := sqInt fb hb
  have Ig : Integrable (fun x => M ^ (1 - p) * ((fa x ^ 2 + fb x ^ 2) / 2)) μ :=
    ((Ia.add Ib).div_const 2).const_mul _
  have hpt : ∀ x, |fi x * fa x * n x ^ (-p) * fj x * fb x| ≤
      M ^ (1 - p) * ((fa x ^ 2 + fb x ^ 2) / 2) :=
    fun x => element_pointwise hp (hM x) (hi x) (hj x)
  have I : Integrable (fun x => fi x * fa x * n x ^ (-p) * fj x * fb x) μ :=
    Ig.mono' ((((mi.mul ma).mul (mn.pow_const (-p))).mul mj).mul mb).aestronglyMeasurable
      (ae_of_all _ fun x => by simpa only [Real.norm_eq_abs] using hpt x)
  refine ⟨I, (integral_mono I.abs Ig hpt).trans_eq ?_⟩
  rw [integral_const_mul, integral_div, integral_add Ia Ib, ha, hb]
  norm_num

/-- The bound `M^(1-p)` is attained on a probability space by the uniform density `M > 0`,
with occupied orbitals `√M` and virtual orbitals `1`. -/
theorem uniform_density_attains (μ : Measure α) [IsProbabilityMeasure μ] {M : ℝ}
    (hM : 0 < M) (p : ℝ) :
    ∫ _x, |√M * 1 * M ^ (-p) * √M * 1| ∂μ = M ^ (1 - p) := by
  have h : √M * 1 * M ^ (-p) * √M * 1 = M ^ (1 - p) := by
    rw [sub_eq_add_neg, Real.rpow_add hM, Real.rpow_one]
    linear_combination M ^ (-p) * Real.mul_self_sqrt hM.le
  rw [h, abs_of_pos (Real.rpow_pos_of_pos hM _)]
  simp

/-- For `C ≥ 0`, measurable orbitals and density `0 < n ≤ M`, with `fi² ≤ n`, `fj² ≤ n` and
normalized `fa`, `fb`, the kernel is the derivative of the Slater potential at every point,
and its matrix element converges absolutely, bounded by `(4/9) C M^(1/3)`. -/
theorem slater_kernel_element {C M : ℝ} {n fi fj fa fb : α → ℝ} (hC : 0 ≤ C)
    (mn : Measurable n) (mi : Measurable fi) (mj : Measurable fj)
    (ma : Measurable fa) (mb : Measurable fb) (hn : ∀ x, 0 < n x) (hM : ∀ x, n x ≤ M)
    (hi : ∀ x, fi x ^ 2 ≤ n x) (hj : ∀ x, fj x ^ 2 ≤ n x)
    (ha : ∫ x, fa x ^ 2 ∂μ = 1) (hb : ∫ x, fb x ^ 2 ∂μ = 1) :
    (∀ x, HasDerivAt (potential C) (kernel C (n x)) (n x)) ∧
    Integrable (fun x => fi x * fa x * kernel C (n x) * fj x * fb x) μ ∧
    ∫ x, |fi x * fa x * kernel C (n x) * fj x * fb x| ∂μ ≤
      4 / 9 * C * M ^ (1 / 3 : ℝ) := by
  obtain ⟨I, B⟩ := power_kernel_element (p := 2 / 3) (by norm_num)
    mn mi mj ma mb hM hi hj ha hb
  rw [show (1 : ℝ) - 2 / 3 = 1 / 3 by norm_num] at B
  have e : ∀ x, fi x * fa x * kernel C (n x) * fj x * fb x =
      -(4 / 9 * C) * (fi x * fa x * n x ^ (-(2 / 3 : ℝ)) * fj x * fb x) := by
    intro x
    simp only [kernel]
    ring
  have hC' : 0 ≤ 4 / 9 * C := by positivity
  simp only [e]
  refine ⟨fun x => (slater_derivatives C (hn x)).2.1, I.const_mul _, ?_⟩
  simp only [abs_mul (-(4 / 9 * C)), abs_neg, abs_of_nonneg hC', integral_const_mul]
  exact mul_le_mul_of_nonneg_left B hC'

/-- Radial integrand of a third-derivative element: density `exp(-2r)`, three occupied
factors `exp(-r)`, three virtual factors `exp(-βr)` and the volume weight `r²`. -/
def thirdElement (C β r : ℝ) : ℝ :=
  r ^ 2 * (Real.exp (-r) * Real.exp (-(β * r))) ^ 3 * kernelDeriv C (Real.exp (-2 * r))

/-- The third-derivative integrand is a constant times `r² exp(-(3β - 1/3) r)`. -/
theorem thirdElement_eq (C β r : ℝ) : thirdElement C β r =
    8 / 27 * C * (r ^ 2 * Real.exp (-(3 * β - 1 / 3) * r)) := by
  have h : (Real.exp (-r) * Real.exp (-(β * r))) ^ 3 *
      Real.exp (-2 * r) ^ (-(5 / 3 : ℝ)) = Real.exp (-(3 * β - 1 / 3) * r) := by
    rw [← Real.exp_add, ← Real.exp_nat_mul, ← Real.exp_mul, ← Real.exp_add]
    congr 1
    push_cast
    ring
  rw [← h, thirdElement, kernelDeriv]
  ring

/-- The radial function `r² exp(-br)` is integrable on the half-line for `b > 0`. -/
theorem radial_integrable {b : ℝ} (hb : 0 < b) :
    IntegrableOn (fun r : ℝ => r ^ 2 * Real.exp (-b * r)) (Ioi 0) := by
  have k := integrableOn_rpow_mul_exp_neg_mul_rpow (p := 1) (s := 2) (b := b)
    (by norm_num) (by norm_num) hb
  simpa only [Real.rpow_one, Real.rpow_two] using k

/-- For `C > 0`, density `exp(-2r)`, occupied factors `exp(-r)` and virtual factors `exp(-βr)`, the
third-derivative integrand is integrable on the half-line exactly when `β > 1/9`. -/
theorem third_integrable_iff {C : ℝ} (hC : 0 < C) (β : ℝ) :
    IntegrableOn (thirdElement C β) (Ioi 0) ↔ 1 / 9 < β := by
  constructor
  · intro h
    by_contra hβ
    have hβ' : β ≤ 1 / 9 := not_lt.1 hβ
    -- beyond r = 1 the integrand stays above a positive constant
    have hc : Integrable (fun _ : ℝ => 8 / 27 * C) (volume.restrict (Ioi 1)) := by
      refine Integrable.mono' (h.mono_set (Ioi_subset_Ioi zero_le_one))
        aestronglyMeasurable_const
        ((ae_restrict_iff' measurableSet_Ioi).2 (ae_of_all _ fun r hr => ?_))
      have hr' : 1 < r := hr
      have h1 : 1 ≤ Real.exp (-(3 * β - 1 / 3) * r) :=
        Real.one_le_exp (mul_nonneg (by linarith) (by linarith))
      have h2 : 1 ≤ r ^ 2 := by nlinarith
      have h3 : 1 ≤ r ^ 2 * Real.exp (-(3 * β - 1 / 3) * r) := by nlinarith
      rw [Real.norm_of_nonneg (by positivity), thirdElement_eq]
      exact le_mul_of_one_le_right (by positivity) h3
    rcases integrable_const_iff.1 hc with h0 | h0
    · linarith
    · have h1 := h0.measure_univ_lt_top
      simp at h1
  · intro hβ
    rw [show thirdElement C β = _ from funext (thirdElement_eq C β)]
    exact Integrable.const_mul (radial_integrable (by linarith)) _

/-- The virtual orbital `exp(-r/10)` is square integrable with weight `r²`, yet for `C > 0` its
third-derivative integrand with density `exp(-2r)` and occupied factors `exp(-r)` is not integrable
on the half-line. -/
theorem third_derivative_diverges {C : ℝ} (hC : 0 < C) :
    IntegrableOn (fun r : ℝ => r ^ 2 * Real.exp (-(1 / 10 * r)) ^ 2) (Ioi 0) ∧
    ¬ IntegrableOn (thirdElement C (1 / 10)) (Ioi 0) := by
  constructor
  · have e : (fun r : ℝ => r ^ 2 * Real.exp (-(1 / 10 * r)) ^ 2) =
        fun r : ℝ => r ^ 2 * Real.exp (-(1 / 5) * r) := by
      funext r
      rw [← Real.exp_nat_mul]
      congr 2
      push_cast
      ring
    rw [e]
    exact radial_integrable (by norm_num)
  · rw [third_integrable_iff hC]
    norm_num

end

end SlaterResponse
```

```lean
#print axioms SlaterResponse.uniform_density_attains
#print axioms SlaterResponse.slater_kernel_element
#print axioms SlaterResponse.third_derivative_diverges
```

```
'SlaterResponse.uniform_density_attains' depends on axioms: [propext, Classical.choice, Quot.sound]
'SlaterResponse.slater_kernel_element' depends on axioms: [propext, Classical.choice, Quot.sound]
'SlaterResponse.third_derivative_diverges' depends on axioms: [propext, Classical.choice, Quot.sound]
```

### From the pointwise estimate to the integrals

`slater_derivatives` applies the power rule for c x^p three times and then matches the coefficients.

`element_pointwise` is the estimate at a single point, with `u`, `v` for the occupied values and `a`, `b` for the virtual ones. It treats n = 0 first, where `u` must vanish. For n > 0, `huv` and `hab` are the two product inequalities, obtained from squares of sums and differences. The identity `hk` combines n with n^(-p), and the `calc` chain ends by replacing n with M, which is allowed because 1 - p ≥ 0.

`power_kernel_element` integrates this estimate. Its step `sqInt` extracts square integrability from normalization: Lean assigns the value 0 to the integral of a non-integrable function, so an integral equal to 1 must be a genuine one. The dominating function `Ig` is then integrable, `Integrable.mono'` transfers integrability to the element, and `integral_mono` gives the bound. `slater_kernel_element` sets p = 2/3 and takes the constant -(4/9) C out of the integral. The proof of `uniform_density_attains` simplifies the constant integrand to M^(1-p).

At third order, `thirdElement_eq` collects the exponents into -(3β - 1/3) r, and `radial_integrable` supplies convergence of r² exp(-br) for b > 0. Together they prove one direction of `third_integrable_iff`. For the other, the proof supposes that the element is integrable although β ≤ 1/9. Beyond r = 1 it dominates the constant 8C/27, which would then be integrable on (1, ∞). That would force the constant to be zero or the half-line to have finite length, and both are false.

`third_derivative_diverges` uses `radial_integrable` with b = 1/5 for the norm of the virtual orbital. The divergence follows from the criterion, since 1/10 is less than 1/9.
